# With real scattering factors, kinematic intensity is even in a polar displacement of a centrosymmetric arrangement

Expand the scattering amplitude to first order in a small displacement, take the squared modulus, and the quadratic change of the intensity is in general wrong for a reflection that was already present before the atoms moved. A second mistake is to fit the sign of the displacement to such intensities: for the polar patterns defined below, the data contain no information about it. The problems below establish both points for finitely many atoms, single scattering and real scattering factors.

```lean
import Mathlib

open Filter
open scoped Real Topology ComplexConjugate

namespace PolarModeDiffraction

noncomputable section

variable {ι V : Type*} [NormedAddCommGroup V]
```

## Atoms paired by inversion

Atom \(j\) has a real scattering factor \(f_j\), a position \(R_j\) measured from the inversion centre, and a displacement direction \(u_j\). A permutation \(s\) of the atoms gives each one its inversion partner, with

\[
f_{s(j)}=f_j,\qquad R_{s(j)}=-R_j,\qquad u_{s(j)}=u_j .
\]

Partners scatter alike, sit opposite each other and move the same way, so the pattern is odd under inversion. "Polar" means only this; no net dipole is required. In Lean the three conditions are the fields of `IsPolarMode s f R u`. An involution is a special case of `s : Equiv.Perm ι`.

```lean
/-- A polar displacement pattern of a centrosymmetric arrangement: the permutation `s` pairs
atoms with equal scattering factors, opposite positions and equal displacements. -/
structure IsPolarMode (s : Equiv.Perm ι) (f : ι → ℝ) (R u : ι → V) : Prop where
  factor : ∀ j, f (s j) = f j
  position : ∀ j, R (s j) = -R j
  displacement : ∀ j, u (s j) = u j
```

At scattering vector \(Q\) and displacement parameter \(t\), the amplitude is

\[
S(t)=\sum_j f_j\,e^{i\langle Q,\,R_j+t u_j\rangle}.
\]

The vectors live in a real inner product space `V` of any dimension, and `ι` labels the finitely many atoms. The phase contains no separate \(2\pi\), so \(Q\) includes it. Real \(f_j\) stand for scattering without absorption or resonant phase shifts. The factors do not depend on \(t\): each atom moves rigidly along a straight line. Multiple scattering and thermal averaging are absent from the model.

```lean
variable [InnerProductSpace ℝ V] [Fintype ι]

/-- The kinematic scattering amplitude at wave vector `Q` when each atom `j` sits at
`R j + t • u j`. -/
def amplitude (f : ι → ℝ) (R u : ι → V) (Q : V) (t : ℝ) : ℂ :=
  ∑ j, (f j : ℂ) * Complex.exp (((inner ℝ Q (R j + t • u j) : ℝ) : ℂ) * Complex.I)
```

The intensity is \(I(t)=|S(t)|^2\), without normalisation by the number of atoms.

```lean
/-- The diffracted intensity, the squared modulus of the amplitude. -/
def intensity (f : ι → ℝ) (R u : ι → V) (Q : V) (t : ℝ) : ℝ :=
  ‖amplitude f R u Q t‖ ^ 2
```

Throughout, write \(\theta_j=\langle Q,R_j\rangle\), \(w_j=\langle Q,u_j\rangle\) and \(c_j=\cos\theta_j\).

## (a) Cancellation between partners

**Task.** Show that for every function \(g:\mathbb R\to\mathbb R\)

\[
\sum_j f_j\sin\theta_j\,g(w_j)=0 .
\]

**Solution.** Call the sum \(X\). Relabelling the atoms by \(s\) does not change it. Since \(\theta_{s(j)}=-\theta_j\) and \(w_{s(j)}=w_j\),

\[
X=\sum_j f_{s(j)}\sin\theta_{s(j)}\,g(w_{s(j)})=-\sum_j f_j\sin\theta_j\,g(w_j)=-X,
\]

and therefore \(X=0\). In Lean, `Equiv.sum_comp` does the relabelling, `simp` inserts the three pairing conditions, and `linarith` concludes from \(X=-X\).

```lean
variable {s : Equiv.Perm ι} {f : ι → ℝ} {R u : ι → V}

/-- For a polar mode, inversion partners cancel in every sum weighted by the sine of the
position phase and by any function of the displacement phase. -/
theorem sum_sin_eq_zero (h : IsPolarMode s f R u) (Q : V) (g : ℝ → ℝ) :
    ∑ j, f j * Real.sin (inner ℝ Q (R j)) * g (inner ℝ Q (u j)) = 0 := by
  -- relabelling by `s` keeps the sum, and the pairing conditions turn it into its negative
  have key := Equiv.sum_comp s
    (fun j => f j * Real.sin (inner ℝ Q (R j)) * g (inner ℝ Q (u j)))
  simp only [h.factor, h.position, h.displacement, inner_neg_right, Real.sin_neg,
    mul_neg, neg_mul, Finset.sum_neg_distrib] at key
  linarith
```

## (b) Real and imaginary parts of the amplitude

**Task.** Show that

\[
\operatorname{Re}S(t)=\sum_j f_jc_j\cos(tw_j),\qquad
\operatorname{Im}S(t)=\sum_j f_jc_j\sin(tw_j).
\]

**Solution.** The phase of atom \(j\) is \(\theta_j+tw_j\). The addition formulas give

\[
\operatorname{Re}S=\sum_j f_j\,[c_j\cos(tw_j)-\sin\theta_j\sin(tw_j)],
\]
\[
\operatorname{Im}S=\sum_j f_j\,[\sin\theta_j\cos(tw_j)+c_j\sin(tw_j)].
\]

The terms with \(\sin\theta_j\) vanish by (a), with \(g(w)=\sin(tw)\) in the first line and \(g(w)=\cos(tw)\) in the second. These two zero sums are `hs` and `hc`; the code subtracts `hs` from the target sum for the real part, adds `hc` to the one for the imaginary part, and then compares atom by atom.

```lean
/-- For a polar mode, the real and imaginary parts of the amplitude are the cosine and sine sums
of the displacement phases, each atom weighted by `f j` times the cosine of its position phase. -/
theorem amplitude_parts (h : IsPolarMode s f R u) (Q : V) (t : ℝ) :
    (amplitude f R u Q t).re =
        ∑ j, f j * Real.cos (inner ℝ Q (R j)) * Real.cos (t * inner ℝ Q (u j)) ∧
      (amplitude f R u Q t).im =
        ∑ j, f j * Real.cos (inner ℝ Q (R j)) * Real.sin (t * inner ℝ Q (u j)) := by
  have hs : ∑ j, f j * Real.sin (inner ℝ Q (R j)) * Real.sin (t * inner ℝ Q (u j)) = 0 :=
    sum_sin_eq_zero h Q (fun w => Real.sin (t * w))
  have hc : ∑ j, f j * Real.sin (inner ℝ Q (R j)) * Real.cos (t * inner ℝ Q (u j)) = 0 :=
    sum_sin_eq_zero h Q (fun w => Real.cos (t * w))
  constructor
  · simp only [amplitude, Complex.re_sum, Complex.re_ofReal_mul, Complex.exp_ofReal_mul_I_re]
    rw [← sub_zero (∑ j, f j * Real.cos (inner ℝ Q (R j)) * Real.cos (t * inner ℝ Q (u j))),
      ← hs, ← Finset.sum_sub_distrib]
    refine Finset.sum_congr rfl fun j _ => ?_
    rw [inner_add_right, real_inner_smul_right, Real.cos_add]
    ring
  · simp only [amplitude, Complex.im_sum, Complex.im_ofReal_mul, Complex.exp_ofReal_mul_I_im]
    rw [← add_zero (∑ j, f j * Real.cos (inner ℝ Q (R j)) * Real.sin (t * inner ℝ Q (u j))),
      ← hc, ← Finset.sum_add_distrib]
    refine Finset.sum_congr rfl fun j _ => ?_
    rw [inner_add_right, real_inner_smul_right, Real.sin_add]
    ring
```

## (c) Reversing the displacement

**Task.** Show that

\[
S(-t)=\overline{S(t)} .
\]

**Solution.** In (b), replacing \(t\) by \(-t\) leaves every cosine unchanged and reverses every sine. The real part stays and the imaginary part changes sign. `Complex.ext` splits the Lean proof into the same two comparisons.

```lean
/-- Reversing a polar displacement complex-conjugates the scattering amplitude. -/
theorem amplitude_neg (h : IsPolarMode s f R u) (Q : V) (t : ℝ) :
    amplitude f R u Q (-t) = conj (amplitude f R u Q t) := by
  apply Complex.ext
  · rw [Complex.conj_re, (amplitude_parts h Q (-t)).1, (amplitude_parts h Q t).1]
    simp only [neg_mul, Real.cos_neg]
  · rw [Complex.conj_im, (amplitude_parts h Q (-t)).2, (amplitude_parts h Q t).2]
    simp only [neg_mul, Real.sin_neg, mul_neg, Finset.sum_neg_distrib]
```

## (d) Evenness of the intensity

**Task.** Show that

\[
I(-t)=I(t).
\]

**Solution.** A complex number and its conjugate have the same modulus, so \(|S(-t)|^2=|\overline{S(t)}|^2=|S(t)|^2\). In a simulation of this finite, single-scattering model, intensities computed for \(t\ge 0\) therefore also serve for \(t<0\).

```lean
/-- The diffracted intensity is an even function of the amplitude `t` of a polar mode. -/
theorem intensity_neg (h : IsPolarMode s f R u) (Q : V) (t : ℝ) :
    intensity f R u Q (-t) = intensity f R u Q t := by
  rw [intensity, intensity, amplitude_neg h, RCLike.norm_conj]
```

## (e) The sine quotient

**Task.** For real \(k\), show that

\[
\lim_{t\to0}\frac{\sin(tk)}{t}=k .
\]

**Solution.** The quotient is the difference quotient of \(t\mapsto\sin(tk)\) at zero, where the derivative is \(k\cos 0=k\). Lean obtains the derivative as `HasDerivAt` and converts it to a limit of slopes. The filter `𝓝[≠] 0` says that \(t\) approaches zero through nonzero values, here and in the limits below.

```lean
/-- The ratio `sin (t k) / t` tends to `k` as `t` tends to zero through nonzero values. -/
theorem tendsto_sin_div (k : ℝ) :
    Tendsto (fun t : ℝ => Real.sin (t * k) / t) (𝓝[≠] 0) (𝓝 k) := by
  have h : HasDerivAt (fun t : ℝ => Real.sin (t * k)) k 0 := by
    simpa using ((hasDerivAt_id' (0 : ℝ)).mul_const k).sin
  refine (hasDerivAt_iff_tendsto_slope_zero.mp h).congr fun t => ?_
  simp [div_eq_inv_mul]
```

## (f) The cosine quotient

**Task.** For real \(k\), show that

\[
\lim_{t\to0}\frac{\cos(tk)-1}{t^2}=-\frac{k^2}{2}.
\]

**Solution.** The half-angle identity gives

\[
\frac{\cos(tk)-1}{t^2}=-2\left(\frac{\sin(tk/2)}{t}\right)^2 .
\]

By (e) the right side tends to \(-2(k/2)^2=-k^2/2\). The identity is `half` in the code.

```lean
/-- The ratio `(cos (t k) - 1) / t ^ 2` tends to `-k ^ 2 / 2` as `t` tends to zero through
nonzero values. -/
theorem tendsto_cos_sub_one_div (k : ℝ) :
    Tendsto (fun t : ℝ => (Real.cos (t * k) - 1) / t ^ 2) (𝓝[≠] 0) (𝓝 (-k ^ 2 / 2)) := by
  have h := ((tendsto_sin_div (k / 2)).pow 2).const_mul (-2)
  rw [show -2 * (k / 2) ^ 2 = -k ^ 2 / 2 by ring] at h
  refine h.congr fun t => ?_
  have half : Real.cos (t * k) = 1 - 2 * Real.sin (t * (k / 2)) ^ 2 := by
    rw [show t * k = 2 * (t * (k / 2)) by ring, Real.cos_two_mul, Real.cos_sq']
    ring
  rw [half, div_pow]
  ring
```

## (g) Quadratic change of an interference sum

**Task.** Let \(a_j\) and \(w_j\) be arbitrary real numbers, and set \(A=\sum_j a_j\), \(C(t)=\sum_j a_j\cos(tw_j)\) and \(D(t)=\sum_j a_j\sin(tw_j)\). Show that

\[
\lim_{t\to0}\frac{C(t)^2+D(t)^2-A^2}{t^2}
=\Big(\sum_j a_jw_j\Big)^2-A\sum_j a_jw_j^2 .
\]

**Solution.** Factor the difference of squares:

\[
\frac{C^2+D^2-A^2}{t^2}=\frac{C-A}{t^2}\,(C+A)+\left(\frac{D}{t}\right)^2 .
\]

By (f), applied term by term, \((C-A)/t^2\to-\tfrac12\sum_j a_jw_j^2\). By continuity \(C+A\to2A\), and by (e) \(D/t\to\sum_j a_jw_j\). Combining the three limits gives the claim. They appear in the code as `hC`, `hP` and `hS`; `e1` and `e2` move the divisions by \(t^2\) and \(t\) outside the sums.

```lean
/-- The quadratic change of the squared modulus of a sum of waves with real weights `a j` and
phases `t * w j`, as `t` tends to zero through nonzero values. -/
theorem tendsto_interference (a w : ι → ℝ) :
    Tendsto (fun t : ℝ => ((∑ j, a j * Real.cos (t * w j)) ^ 2
        + (∑ j, a j * Real.sin (t * w j)) ^ 2 - (∑ j, a j) ^ 2) / t ^ 2) (𝓝[≠] 0)
      (𝓝 ((∑ j, a j * w j) ^ 2 - (∑ j, a j) * ∑ j, a j * w j ^ 2)) := by
  have hS : Tendsto (fun t : ℝ => ∑ j, a j * (Real.sin (t * w j) / t)) (𝓝[≠] 0)
      (𝓝 (∑ j, a j * w j)) :=
    tendsto_finsetSum _ fun j _ => (tendsto_sin_div (w j)).const_mul (a j)
  have hC : Tendsto (fun t : ℝ => ∑ j, a j * ((Real.cos (t * w j) - 1) / t ^ 2)) (𝓝[≠] 0)
      (𝓝 (∑ j, a j * (-w j ^ 2 / 2))) :=
    tendsto_finsetSum _ fun j _ => (tendsto_cos_sub_one_div (w j)).const_mul (a j)
  have hP : Tendsto (fun t : ℝ => ∑ j, a j * Real.cos (t * w j)) (𝓝[≠] 0)
      (𝓝 (∑ j, a j)) := by
    have hc : Continuous (fun t : ℝ => ∑ j, a j * Real.cos (t * w j)) := by fun_prop
    simpa using (hc.tendsto 0).mono_left nhdsWithin_le_nhds
  have e : ∑ j, a j * (-w j ^ 2 / 2) = -(1 / 2) * ∑ j, a j * w j ^ 2 := by
    rw [Finset.mul_sum]
    exact Finset.sum_congr rfl fun j _ => by ring
  -- factor the difference of squares in the cosine part
  have h := (hC.mul (hP.add_const (∑ j, a j))).add (hS.pow 2)
  rw [e, show -(1 / 2) * (∑ j, a j * w j ^ 2) * (∑ j, a j + ∑ j, a j)
      + (∑ j, a j * w j) ^ 2
      = (∑ j, a j * w j) ^ 2 - (∑ j, a j) * ∑ j, a j * w j ^ 2 by ring] at h
  refine h.congr fun t => ?_
  have e1 : ∑ j, a j * ((Real.cos (t * w j) - 1) / t ^ 2)
      = (∑ j, a j * Real.cos (t * w j) - ∑ j, a j) / t ^ 2 := by
    rw [← Finset.sum_sub_distrib, Finset.sum_div]
    exact Finset.sum_congr rfl fun j _ => by ring
  have e2 : ∑ j, a j * (Real.sin (t * w j) / t) = (∑ j, a j * Real.sin (t * w j)) / t := by
    rw [Finset.sum_div]
    exact Finset.sum_congr rfl fun j _ => by ring
  rw [e1, e2]
  ring
```

## (h) Quadratic change of the diffracted intensity

**Task.** Show that

\[
\lim_{t\to0}\frac{I(t)-I(0)}{t^2}
=\Big(\sum_j f_jc_jw_j\Big)^2-\Big(\sum_j f_jc_j\Big)\sum_j f_jc_jw_j^2 .
\]

**Solution.** Put \(a_j=f_jc_j\) in (g). By (b), \(I(t)=C(t)^2+D(t)^2\), and at \(t=0\) this is \(I(0)=A^2\). These are `hI` and `h0`, and (g) gives the limit.

The first-order expansion of the amplitude yields only the first term. The second comes from interference between the undisplaced amplitude \(A\) and the second-order change. If the reflection is extinct at \(t=0\), then \(A^2=I(0)=0\), the second term vanishes, and

\[
\lim_{t\to0}\frac{I(t)}{t^2}=\Big(\sum_j f_j\langle Q,u_j\rangle\cos\langle Q,R_j\rangle\Big)^2 .
\]

```lean
/-- For a polar mode, the intensity change divided by `t ^ 2` tends to the stated combination of
scattering factors, position phases and displacement phases as `t` tends to zero through nonzero
values. -/
theorem tendsto_intensity_change (h : IsPolarMode s f R u) (Q : V) :
    Tendsto (fun t : ℝ => (intensity f R u Q t - intensity f R u Q 0) / t ^ 2) (𝓝[≠] 0)
      (𝓝 ((∑ j, f j * Real.cos (inner ℝ Q (R j)) * inner ℝ Q (u j)) ^ 2
        - (∑ j, f j * Real.cos (inner ℝ Q (R j)))
          * ∑ j, f j * Real.cos (inner ℝ Q (R j)) * (inner ℝ Q (u j)) ^ 2)) := by
  have hI : ∀ t, intensity f R u Q t =
      (∑ j, f j * Real.cos (inner ℝ Q (R j)) * Real.cos (t * inner ℝ Q (u j))) ^ 2
      + (∑ j, f j * Real.cos (inner ℝ Q (R j)) * Real.sin (t * inner ℝ Q (u j))) ^ 2 := by
    intro t
    rw [intensity, Complex.sq_norm, Complex.normSq_apply, (amplitude_parts h Q t).1,
      (amplitude_parts h Q t).2]
    ring
  have h0 : intensity f R u Q 0 = (∑ j, f j * Real.cos (inner ℝ Q (R j))) ^ 2 := by
    rw [hI]
    simp
  refine (tendsto_interference (fun j => f j * Real.cos (inner ℝ Q (R j)))
    (fun j => inner ℝ Q (u j))).congr fun t => ?_
  rw [h0, hI t]
```

## (i) A three-atom chain

**Task.** Number the atoms 0, 1, 2 and let \(s\) exchange 0 and 2. Verify the pairing conditions for

\[
f=(1,2,1),\qquad R=(-1,0,1),\qquad u=(1,-1,1).
\]

**Solution.** The outer atoms have equal factors, opposite positions and equal displacements. The central atom is its own partner, which is consistent because \(R_1=0=-R_1\). Lean checks each condition for each atom with `fin_cases`.

```lean
/-- The three-atom chain with scattering factors 1, 2, 1, positions -1, 0, 1 and displacements 1,
-1, 1 is a polar mode, with the exchange of the outer atoms as the permutation of this mode. -/
theorem isPolarMode_witness :
    IsPolarMode (V := ℝ) (Equiv.swap (0 : Fin 3) 2) ![1, 2, 1] ![-1, 0, 1] ![1, -1, 1] := by
  constructor <;> intro j <;> fin_cases j <;> simp [Equiv.swap_apply_def]
```

## (j) A breathing pair

**Task.** On the real line take \(Q=1\), \(f=(1,1)\) and \(R=u=(\pi/4,-\pi/4)\). Show that

\[
I(1)=0,\qquad I(-1)=4 .
\]

**Solution.** The atoms sit at \(\pm\tfrac{\pi}{4}(1+t)\), so the imaginary parts cancel and

\[
S(t)=2\cos\!\big(\tfrac{\pi}{4}(1+t)\big).
\]

This is \(2\cos(\pi/2)=0\) at \(t=1\) and \(2\cos 0=2\) at \(t=-1\), where the two atoms coincide. Real atoms cannot do that, but the failure does not depend on this endpoint: \(I(t)=2-2\sin(\pi t/2)\), so \(I(t)\ne I(-t)\) also for \(0<|t|<1\). Equal factors and opposite positions are thus not enough for evenness without a condition on the displacements. The code proves the formula for \(S(t)\) as `amp` and evaluates it at both points.

The relabelling of (a) gives a neighbouring result for any number of atoms. If partners have opposite displacements, \(u_{s(j)}=-u_j\), the whole phase \(\theta_j+tw_j\) changes sign under \(s\). The sine sum then vanishes, and the amplitude is real for every \(t\):

\[
S(t)=\sum_j f_j\cos(\theta_j+tw_j).
\]

Of this general statement, the code contains only the two-atom example.

```lean
/-- For two equal atoms at opposite positions with opposite displacements, the intensity can
vanish at `t = 1` and equal four at `t = -1`. -/
theorem breathing_mode_not_even :
    intensity (ι := Fin 2) (V := ℝ) ![1, 1] ![π / 4, -(π / 4)] ![π / 4, -(π / 4)] 1 1 = 0 ∧
    intensity (ι := Fin 2) (V := ℝ) ![1, 1] ![π / 4, -(π / 4)] ![π / 4, -(π / 4)] 1 (-1) = 4 := by
  have hin : ∀ x : ℝ, inner ℝ (1 : ℝ) x = x := fun x => by simp
  -- the two phase factors are complex conjugates, so their sum is real
  have amp : ∀ t : ℝ, amplitude (ι := Fin 2) (V := ℝ) ![1, 1] ![π / 4, -(π / 4)]
      ![π / 4, -(π / 4)] 1 t = ((2 * Real.cos (π / 4 + t * (π / 4)) : ℝ) : ℂ) := by
    intro t
    have hneg : -(π / 4) + t * -(π / 4) = -(π / 4 + t * (π / 4)) := by ring
    rw [amplitude, Fin.sum_univ_two]
    change ((1 : ℝ) : ℂ) * Complex.exp
        (((inner ℝ (1 : ℝ) (π / 4 + t • (π / 4)) : ℝ) : ℂ) * Complex.I)
      + ((1 : ℝ) : ℂ) * Complex.exp
        (((inner ℝ (1 : ℝ) (-(π / 4) + t • (-(π / 4))) : ℝ) : ℂ) * Complex.I) = _
    simp only [hin, smul_eq_mul, hneg]
    apply Complex.ext
    · simp only [Complex.add_re, Complex.re_ofReal_mul, Complex.exp_ofReal_mul_I_re,
        Complex.ofReal_re, Real.cos_neg]
      ring
    · simp only [Complex.add_im, Complex.im_ofReal_mul, Complex.exp_ofReal_mul_I_im,
        Complex.ofReal_im, Real.sin_neg]
      ring
  constructor
  · rw [intensity, amp, Complex.norm_real, Real.norm_eq_abs, sq_abs,
      show π / 4 + 1 * (π / 4) = π / 2 by ring, Real.cos_pi_div_two]
    norm_num
  · rw [intensity, amp, Complex.norm_real, Real.norm_eq_abs, sq_abs,
      show π / 4 + (-1) * (π / 4) = 0 by ring, Real.cos_zero]
    norm_num

end

end PolarModeDiffraction
```

```lean
#print axioms PolarModeDiffraction.intensity_neg
#print axioms PolarModeDiffraction.tendsto_intensity_change
#print axioms PolarModeDiffraction.breathing_mode_not_even
```

```
'PolarModeDiffraction.intensity_neg' depends on axioms: [propext, Classical.choice, Quot.sound]
'PolarModeDiffraction.tendsto_intensity_change' depends on axioms: [propext, Classical.choice, Quot.sound]
'PolarModeDiffraction.breathing_mode_not_even' depends on axioms: [propext, Classical.choice, Quot.sound]
```
